# Balian–Brezin factorisation of a complex Bogoliubov matrix with invertible lower right block

Evolving fermion operators in imaginary time under a quadratic pairing Hamiltonian mixes annihilation and creation operators linearly and preserves their anticommutation relations, but the mixing is in general not unitary. Can such a mixing still be split into two pure pairing steps with a number-conserving step between them?

```lean
import Mathlib

open Matrix

namespace BalianBrezin

noncomputable section

variable {n : Type*} [Fintype n] [DecidableEq n]

/-- The block swap `S`, which exchanges annihilation and creation operators. -/
def blockSwap : Matrix (n ⊕ n) (n ⊕ n) ℂ := fromBlocks 0 1 1 0

/-- A complex, not necessarily unitary, Bogoliubov matrix: `Tᵀ S T = S`. -/
def IsBogoliubov (T : Matrix (n ⊕ n) (n ⊕ n) ℂ) : Prop :=
  Tᵀ * blockSwap * T = blockSwap


/-- The product of an upper triangular, a block diagonal and a lower triangular factor, for
arbitrary square matrices `X`, `M` and `Y`. If `M` is singular, `M⁻¹` is zero by Mathlib's
convention. -/
def factored (X M Y : Matrix n n ℂ) : Matrix (n ⊕ n) (n ⊕ n) ℂ :=
  fromBlocks 1 X 0 1 * fromBlocks (M⁻¹)ᵀ 0 0 M * fromBlocks 1 0 Y 1


/-- The Bogoliubov condition written out as four relations between the blocks. -/
theorem isBogoliubov_iff (A B C D : Matrix n n ℂ) :
    IsBogoliubov (fromBlocks A B C D) ↔
      Cᵀ * A + Aᵀ * C = 0 ∧ Cᵀ * B + Aᵀ * D = 1 ∧
      Dᵀ * A + Bᵀ * C = 1 ∧ Dᵀ * B + Bᵀ * D = 0 := by
  simp only [IsBogoliubov, blockSwap, fromBlocks_transpose, fromBlocks_multiply,
    Matrix.mul_zero, Matrix.mul_one, zero_add, add_zero, fromBlocks_inj]

/-- The transpose of a Bogoliubov matrix is a Bogoliubov matrix. -/
theorem IsBogoliubov.transpose {T : Matrix (n ⊕ n) (n ⊕ n) ℂ} (hT : IsBogoliubov T) :
    IsBogoliubov Tᵀ := by
  have h : Tᵀ * blockSwap * T = blockSwap := hT
  have hS : (blockSwap : Matrix (n ⊕ n) (n ⊕ n) ℂ) * blockSwap = 1 := by
    simp [blockSwap, fromBlocks_multiply]
  -- `S Tᵀ S` is a left inverse of `T`, hence also a right inverse
  have h1 : (blockSwap * Tᵀ * blockSwap) * T = 1 := by
    calc (blockSwap * Tᵀ * blockSwap) * T = blockSwap * (Tᵀ * blockSwap * T) := by
          simp only [Matrix.mul_assoc]
      _ = 1 := by rw [h, hS]
  have h2 : T * (blockSwap * Tᵀ * blockSwap) = 1 := mul_eq_one_comm.mp h1
  change Tᵀᵀ * blockSwap * Tᵀ = blockSwap
  rw [Matrix.transpose_transpose]
  calc T * blockSwap * Tᵀ = T * (blockSwap * Tᵀ * blockSwap) * blockSwap := by
        simp only [Matrix.mul_assoc, hS, Matrix.mul_one]
    _ = blockSwap := by rw [h2, Matrix.one_mul]

/-- The blocks of the factored product, for any `X`, `M` and `Y`. -/
theorem factored_eq (X M Y : Matrix n n ℂ) :
    factored X M Y = fromBlocks ((M⁻¹)ᵀ + X * M * Y) (X * M) (M * Y) M := by
  simp only [factored, fromBlocks_multiply, Matrix.mul_zero, Matrix.zero_mul,
    Matrix.mul_one, Matrix.one_mul, zero_add, add_zero]

/-- **Balian-Brezin factorisation.** For a Bogoliubov matrix with blocks `A, B, C, D` and
`D` invertible, `B D⁻¹` and `D⁻¹ C` are antisymmetric and are the pairing matrices of a
factorisation of the matrix with diagonal factor `diag((D⁻¹)ᵀ, D)`. -/
theorem balian_brezin {A B C D : Matrix n n ℂ}
    (hT : IsBogoliubov (fromBlocks A B C D)) (hD : IsUnit D) :
    (B * D⁻¹)ᵀ = -(B * D⁻¹) ∧ (D⁻¹ * C)ᵀ = -(D⁻¹ * C) ∧
      fromBlocks A B C D = factored (B * D⁻¹) D (D⁻¹ * C) := by
  -- antisymmetry of `P Q⁻¹` from the lower right block relation
  have anti : ∀ P Q : Matrix n n ℂ, IsUnit Q → Qᵀ * P + Pᵀ * Q = 0 →
      (P * Q⁻¹)ᵀ = -(P * Q⁻¹) := by
    intro P Q hQ h
    have h1 : Q * Q⁻¹ = 1 := Matrix.mul_nonsing_inv Q ((Matrix.isUnit_iff_isUnit_det Q).mp hQ)
    have h2 : (Q⁻¹)ᵀ * Qᵀ = 1 := by rw [← Matrix.transpose_mul, h1, Matrix.transpose_one]
    calc (P * Q⁻¹)ᵀ = (Q⁻¹)ᵀ * Pᵀ := Matrix.transpose_mul _ _
      _ = (Q⁻¹)ᵀ * (Qᵀ * P + Pᵀ * Q) * Q⁻¹ - ((Q⁻¹)ᵀ * Qᵀ) * (P * Q⁻¹)
          + (Q⁻¹)ᵀ * Pᵀ * (1 - Q * Q⁻¹) := by noncomm_ring
      _ = -(P * Q⁻¹) := by rw [h, h2, h1]; simp
  have hdet : IsUnit D.det := (Matrix.isUnit_iff_isUnit_det D).mp hD
  have hr : D * D⁻¹ = 1 := Matrix.mul_nonsing_inv D hdet
  have hl : D⁻¹ * D = 1 := Matrix.nonsing_inv_mul D hdet
  obtain ⟨-, -, h3, h4⟩ := (isBogoliubov_iff A B C D).mp hT
  have hX := anti B D hD h4
  -- the same relation for the transposed matrix gives the second pairing matrix
  have hY : (D⁻¹ * C)ᵀ = -(D⁻¹ * C) := by
    have ht := hT.transpose
    rw [fromBlocks_transpose] at ht
    have hDt : IsUnit Dᵀ := by
      rw [Matrix.isUnit_iff_isUnit_det, Matrix.det_transpose]
      exact hdet
    have h := anti Cᵀ Dᵀ hDt ((isBogoliubov_iff _ _ _ _).mp ht).2.2.2
    rw [← Matrix.transpose_nonsing_inv, ← Matrix.transpose_mul,
      Matrix.transpose_transpose] at h
    exact (neg_eq_iff_eq_neg.mpr h).symm
  refine ⟨hX, hY, ?_⟩
  have hX' : (D⁻¹)ᵀ * Bᵀ = -(B * D⁻¹) := by rw [← Matrix.transpose_mul]; exact hX
  have ht : (D⁻¹)ᵀ * Dᵀ = 1 := by rw [← Matrix.transpose_mul, hr, Matrix.transpose_one]
  -- the upper left block
  have hA : A = (D⁻¹)ᵀ + B * D⁻¹ * C := by
    calc A = ((D⁻¹)ᵀ * Dᵀ) * A := by rw [ht, Matrix.one_mul]
      _ = (D⁻¹)ᵀ * (Dᵀ * A + Bᵀ * C) - ((D⁻¹)ᵀ * Bᵀ) * C := by noncomm_ring
      _ = (D⁻¹)ᵀ + B * D⁻¹ * C := by rw [h3, hX']; noncomm_ring
  have hB : B * D⁻¹ * D = B := by rw [Matrix.mul_assoc, hl, Matrix.mul_one]
  have hC : D * (D⁻¹ * C) = C := by rw [← Matrix.mul_assoc, hr, Matrix.one_mul]
  rw [factored_eq, hB, hC, ← Matrix.mul_assoc B, ← hA]

/-- Conversely, antisymmetric `X`, `Y` and an invertible `M` always give a
Bogoliubov matrix. -/
theorem factored_isBogoliubov {X M Y : Matrix n n ℂ} (hX : Xᵀ = -X) (hM : IsUnit M)
    (hY : Yᵀ = -Y) : IsBogoliubov (factored X M Y) := by
  -- Bogoliubov matrices are closed under products
  have hmul : ∀ T U : Matrix (n ⊕ n) (n ⊕ n) ℂ,
      IsBogoliubov T → IsBogoliubov U → IsBogoliubov (T * U) := by
    intro T U hT hU
    have h1 : Tᵀ * blockSwap * T = blockSwap := hT
    have h2 : Uᵀ * blockSwap * U = blockSwap := hU
    calc (T * U)ᵀ * blockSwap * (T * U) = Uᵀ * (Tᵀ * blockSwap * T) * U := by
          rw [Matrix.transpose_mul]; simp only [Matrix.mul_assoc]
      _ = blockSwap := by rw [h1, h2]
  have hl : M⁻¹ * M = 1 := Matrix.nonsing_inv_mul M ((Matrix.isUnit_iff_isUnit_det M).mp hM)
  refine hmul _ _ (hmul _ _ ?_ ?_) ?_
  · exact (isBogoliubov_iff _ _ _ _).mpr (by simp [hX])
  · refine (isBogoliubov_iff _ _ _ _).mpr ⟨by simp, ?_, ?_, by simp⟩
    · rw [Matrix.transpose_transpose, hl]; simp
    · rw [← Matrix.transpose_mul, hl]; simp
  · exact (isBogoliubov_iff _ _ _ _).mpr (by simp [hY])

/-- The factorisation is unique: if `M` is invertible, the product determines
all three matrices. -/
theorem factored_unique {X M Y X' M' Y' : Matrix n n ℂ} (hM : IsUnit M)
    (h : factored X M Y = factored X' M' Y') : X = X' ∧ M = M' ∧ Y = Y' := by
  rw [factored_eq, factored_eq, fromBlocks_inj] at h
  obtain ⟨-, h1, h2, h3⟩ := h
  subst h3
  exact ⟨hM.mul_right_cancel h1, rfl, hM.mul_left_cancel h2⟩

/-- For at least one mode, the exchange of all annihilation and creation operators is a
Bogoliubov matrix that has no such factorisation. -/
theorem blockSwap_not_factored [Nonempty n] :
    IsBogoliubov (blockSwap : Matrix (n ⊕ n) (n ⊕ n) ℂ) ∧
      ∀ X M Y : Matrix n n ℂ, factored X M Y ≠ blockSwap := by
  refine ⟨(isBogoliubov_iff 0 1 1 0).mpr (by simp), fun X M Y h => ?_⟩
  rw [factored_eq, blockSwap, fromBlocks_inj] at h
  obtain ⟨-, h1, -, h3⟩ := h
  rw [h3, Matrix.mul_zero] at h1
  exact zero_ne_one h1

/-- An explicit two-mode matrix satisfies the Bogoliubov condition with an invertible
lower right block, and it is not unitary. -/
theorem balian_brezin_witness :
    let J : Matrix (Fin 2) (Fin 2) ℂ := !![0, 2; -2, 0]
    let D : Matrix (Fin 2) (Fin 2) ℂ := !![2, 0; 0, 2]
    let T := fromBlocks !![-3 / 2, 0; 0, -3 / 2] J J D
    IsBogoliubov T ∧ IsUnit D ∧ Tᴴ * T ≠ 1 := by
  intro J D T
  refine ⟨(isBogoliubov_iff _ _ _ _).mpr ⟨?_, ?_, ?_, ?_⟩, ?_, fun h => ?_⟩
  iterate 4
    ext i j
    fin_cases i <;> fin_cases j <;>
      norm_num [J, D, Matrix.mul_apply, Fin.sum_univ_two]
  · rw [Matrix.isUnit_iff_isUnit_det, isUnit_iff_ne_zero]
    norm_num [D, Matrix.det_fin_two]
  · -- the lower right block of `Tᴴ T` has diagonal entries 8
    rw [fromBlocks_conjTranspose, fromBlocks_multiply, ← fromBlocks_one, fromBlocks_inj] at h
    have h0 := congrFun (congrFun h.2.2.2 0) 0
    have h2 : (starRingEnd ℂ) 2 = 2 := map_ofNat _ 2
    simp [J, D, Matrix.mul_apply, Fin.sum_univ_two, -map_ofNat] at h0
    rw [h2] at h0
    norm_num at h0

end

end BalianBrezin
```

```lean
#print axioms BalianBrezin.balian_brezin
#print axioms BalianBrezin.factored_isBogoliubov
#print axioms BalianBrezin.factored_unique
#print axioms BalianBrezin.blockSwap_not_factored
```

```
'BalianBrezin.balian_brezin' depends on axioms: [propext, Classical.choice, Quot.sound]
'BalianBrezin.factored_isBogoliubov' depends on axioms: [propext, Classical.choice, Quot.sound]
'BalianBrezin.factored_unique' depends on axioms: [propext, Classical.choice, Quot.sound]
'BalianBrezin.blockSwap_not_factored' depends on axioms: [propext, Classical.choice, Quot.sound]
```

## Anticommutators as a matrix condition

Take finitely many fermionic modes with operators $a_i$ and $a_i^\dagger$, and list them as $\psi=(a,a^\dagger)$. Their anticommutators are $\{\psi_p,\psi_q\}=S_{pq}$, where $S=\begin{pmatrix}0&1\\1&0\end{pmatrix}$ is the block swap. Define new operators $\varphi_q=\sum_p T_{pq}\psi_p$. Then

$$\{\varphi_q,\varphi_s\}=\sum_{p,r}T_{pq}S_{pr}T_{rs}=(T^TST)_{qs},$$

so the new operators obey the same relations exactly when $T^TST=S$. This is `IsBogoliubov`. The Lean file contains matrices only, and this short computation is the step that connects them to operators.

The type `n` is the set of mode labels, not their number, and `n ⊕ n` labels the annihilation operators followed by the creation operators. Each column of $T$ holds one new operator. With $T=\begin{pmatrix}A&B\\C&D\end{pmatrix}$, the new annihilation-type and creation-type operators are

$$b_j=\sum_i(A_{ij}a_i+C_{ij}a_i^\dagger),\qquad \bar b_j=\sum_i(B_{ij}a_i+D_{ij}a_i^\dagger).$$

Since $T$ need not be unitary, $\bar b_j$ need not be the adjoint of $b_j$. In the unitary case $D$ and $B$ are the usual matrices $U$ and $V$, and invertibility of $D$ means that the quasiparticle vacuum has nonzero overlap with the bare vacuum.

## The three factors

The theorem `balian_brezin` says that if $T$ is Bogoliubov and $D$ is invertible, then $X=BD^{-1}$ and $Y=D^{-1}C$ are antisymmetric and

$$T=\begin{pmatrix}1&X\\0&1\end{pmatrix}\begin{pmatrix}(D^{-1})^T&0\\0&D\end{pmatrix}\begin{pmatrix}1&0\\Y&1\end{pmatrix}.$$

The first factor adds annihilation operators to creation operators, the middle one mixes each kind only with itself, and the last adds creation operators to annihilation operators. The name Balian–Brezin is often attached to the corresponding splitting of an exponential in Fock space; the theorem here is the matrix identity beneath it, without the Fock-space operators or their scalar prefactors. This algebra enters calculations of overlaps between quasiparticle vacua.

## Deriving the factorisation

Multiplying out $T^TST=S$ gives the four relations of `isBogoliubov_iff`:

$$C^TA+A^TC=0,\quad C^TB+A^TD=1,$$
$$D^TA+B^TC=1,\quad D^TB+B^TD=0.$$

**Antisymmetry of $X$.** Multiply the last relation by $(D^{-1})^T$ on the left and by $D^{-1}$ on the right:

$$BD^{-1}+(D^{-1})^TB^T=0,\qquad\text{that is,}\qquad X+X^T=0.$$

In Lean this is the local statement `anti`, formulated for a general pair `P`, `Q` so that it can serve twice. There `noncomm_ring` checks the rearrangement without commuting any matrices.

**Antisymmetry of $Y$.** Since $S^2=1$, the Bogoliubov condition gives $(ST^TS)T=1$. A left inverse of a square matrix is also a right inverse, so $T(ST^TS)=1$, and multiplying by $S$ on the right gives $TST^T=S$. Thus $T^T$ is Bogoliubov too, which is `IsBogoliubov.transpose`. Its lower right relation reads

$$DC^T+CD^T=0.$$

Multiplying by $D^{-1}$ on the left and by $(D^T)^{-1}$ on the right gives $Y^T+Y=0$. Lean obtains this by applying `anti` to `Cᵀ` and `Dᵀ`, then rewriting the transposes.

**The blocks.** Multiplying the factors, with $M$ in place of $D$, gives

$$\begin{pmatrix}(M^{-1})^T+XMY&XM\\MY&M\end{pmatrix},$$

as stated in `factored_eq`. For $M=D$, the products $XD=B$ and $DY=C$ are immediate. For the upper left block, multiply $D^TA+B^TC=1$ by $(D^{-1})^T$ and use $(D^{-1})^TB^T=X^T=-X$:

$$A=(D^{-1})^T-X^TC=(D^{-1})^T+BD^{-1}C.$$

This equals $(D^{-1})^T+XDY$, and it is the step `hA`. All four blocks now agree.

## Converse, uniqueness and the full exchange

Conversely, `factored_isBogoliubov` shows that antisymmetric $X$, $Y$ and invertible $M$ always produce a Bogoliubov matrix. The four block relations hold for each factor: for the outer two they reduce to $X+X^T=0$ and $Y+Y^T=0$, and for the middle one to $M^{-1}M=1$ and its transpose. Products preserve the condition because

$$(TU)^TS(TU)=U^T(T^TST)U=U^TSU=S.$$

The factors are unique, by `factored_unique`. The lower right block of the product is $M$ itself; cancelling the invertible $M$ from $XM$ and $MY$ then fixes $X$ and $Y$. Antisymmetry is not used here.

The Bogoliubov condition alone does not guarantee a factorisation. For at least one mode, the full exchange $a_i\leftrightarrow a_i^\dagger$, whose matrix is $S$, satisfies the condition but has a zero lower right block. A factorisation would require $M=0$ and $XM=1$, which is impossible. This is `blockSwap_not_factored`; it covers every `M`, including singular ones, for which Lean sets the inverse to zero. Imaginary-time evolution under a single Hermitian quadratic Hamiltonian never meets this obstruction: its $T$ is the exponential of a Hermitian matrix, hence positive definite, and so is the diagonal block $D$. This last remark is not part of the Lean file.

## A nonunitary pair of modes

The theorem `balian_brezin_witness` supplies a two-mode matrix with

$$A=-\tfrac32\,1,\qquad D=2\cdot 1,\qquad B=C=J=\begin{pmatrix}0&2\\-2&0\end{pmatrix}.$$

Here $J^T=-J$ and $J^2=-4\cdot 1$, so $D^TA+B^TC=-3\cdot 1+4\cdot 1=1$, and the other relations follow in the same way. Lean checks them entry by entry. The pairing matrices are $X=Y=J/2$. The lower right block of $T^\dagger T$ is $J^\dagger J+D^\dagger D=8\cdot 1$, whereas a unitary $T$ would give $1$. This $T$ is not Hermitian either, so it illustrates a general complex Bogoliubov matrix and not imaginary-time evolution under a Hermitian Hamiltonian.

Two modes are the fewest that allow nonzero pairing matrices, since an antisymmetric $1\times1$ complex matrix vanishes. For one mode with $D=d\neq0$, the factorisation reduces to $T=\mathrm{diag}(1/d,d)$.
